# In a quadratic pair-energy model, exactly the geminals proportional to q⁻⁴ reach the minimum by scaling

## A wrong shape that no prefactor repairs

Give the correlation factor of an electron pair the momentum dependence 1/q² and optimise only its overall strength. In the quadratic model below, the energy then stays above the lowest attainable value as soon as two momenta differ in magnitude. The optimisation converges and returns a sensible number, but nothing in that number shows that the shape of the factor is at fault. The loss becomes visible when the minimum for a fixed shape is compared with the minimum over all shapes. The condition under which the two agree then tells which shapes avoid it.

## The energy of a pair in momentum space

Let s be a finite set of modes. Mode i has a momentum of magnitude qᵢ > 0 and a real amplitude tᵢ. The energy is

E(t) = Σᵢ (qᵢ² tᵢ² + 2 vᵢ tᵢ), with vᵢ = 4π/qᵢ².

The picture behind it is two electrons at rest that are scattered to opposite momenta of magnitude q. In atomic units this costs the kinetic energy q²/2 + q²/2 = q². The coupling vᵢ is the Fourier transform of the Coulomb repulsion, with the volume factor left out. The mode q = 0 is excluded, as it is when a uniform neutralising background cancels it.

A geminal g prescribes the relative sizes of the amplitudes, and a single real number c sets their scale: tᵢ = c gᵢ. We assume that gᵢ ≠ 0 for at least one mode in s, so s is nonempty. Write

K = Σᵢ qᵢ² gᵢ², C = Σᵢ vᵢ gᵢ, F = Σᵢ vᵢ²/qᵢ².

## Two minima and when they agree

**Fixed shape.** Inserting tᵢ = c gᵢ gives E = K c² + 2 C c. Every term of K is nonnegative and at least one is positive, so K > 0 and we may complete the square:

E = K (c + C/K)² − C²/K.

The minimum over c is −C²/K, attained at c = −C/K.

**Free amplitudes.** The modes don't interact, so the square can be completed in each one separately:

E(t) = Σᵢ qᵢ² (tᵢ + vᵢ/qᵢ²)² − F.

Hence E(t) ≥ −F. Equality requires every square to vanish, which means

tᵢ = −vᵢ/qᵢ² = −4π/qᵢ⁴ for every i in s.

**Comparison.** The best scaled geminal is one particular choice of amplitudes, so

−C²/K ≥ −F.

Suppose that equality holds. Then the best scaled geminal is the free minimiser, and c gᵢ = −4π/qᵢ⁴ for every i in s. The right-hand side is nonzero, so c ≠ 0, and gᵢ = a/qᵢ⁴ with a = −4π/c. Conversely, let gᵢ = a/qᵢ⁴ on s. Since g is not zero on s, a ≠ 0, and the scale c = −4π/a turns g into the free minimiser. The two minima then coincide.

**The shape 1/q².** If 1/qᵢ² = a/qᵢ⁴ for all modes, then a = qᵢ² for all of them, and all magnitudes are equal. Two different magnitudes therefore make the inequality strict. With a single mode, every nonzero geminal reaches −F.

## Two modes with q = 1 and q = 2

Here v = 4π and v = π, so

F = 16π² + π²/4 = 16.25 π².

For g = 1/q² the values are 1 and 1/4. Then

C = 4π + π/4 = 17π/4, K = 1 + 4/16 = 5/4, −C²/K = −14.45 π².

The best scale is c = −3.4π, which gives the amplitudes −3.4π and −0.85π. The free minimiser has −4π and −0.25π. The geminal puts too little weight on the small momentum and too much on the large one, and it recovers about 89% of the attainable energy lowering.

For g = 1/q⁴ the values are 1 and 1/16. Then

C = 65π/16, K = 65/64, −C²/K = −16.25 π²,

which is the free minimum.

## The same claims in Lean

The modes are labels in a `Finset` called `s`, over an arbitrary type `ι`, and `q` assigns a magnitude to each label. Different momentum vectors may thus share a magnitude. The definition `coulomb` is v, `pairEnergy` is E, `kinetic` is K and `coupling` is C. The hypothesis `hq` says that momenta in `s` are positive, and `hg` says that the geminal is nonzero somewhere on `s`. Values outside `s` play no role.

The theorem `optimal_geminal` has three parts:

- `IsLeast` says that −C²/K is one of the energies obtained as c runs over the real numbers, and that none of them is lower.
- This minimum is at least −F.
- The two values are equal if and only if there is a real `a` with `g i = a / q i ^ 4` for every `i` in `s`. The sign of `a` is free, because c can absorb it.

The theorem `free_minimum` treats arbitrary amplitudes and identifies the minimiser, and `inverse_square_geminal_suboptimal` gives the strict inequality for 1/q².

The result identifies the best momentum dependence of a correlation factor in a model with finitely many modes, real amplitudes and no coupling between them. The functional is taken as given and not derived from a many-electron Hamiltonian. The normalisation of the pair state, exchange, the Fermi sea, screening and the limit of infinitely many modes are absent. The result therefore doesn't rule out the shape 1/q² at small momenta in a real electron gas, where screening matters.

```lean
import Mathlib

open Finset

namespace ElectronGasGeminal

noncomputable section

variable {ι : Type*} {s : Finset ι} {q g : ι → ℝ}

/-- The Coulomb interaction `4π/q²` in momentum space, for `q ≠ 0`. -/
def coulomb (q : ℝ) : ℝ := 4 * Real.pi / q ^ 2

/-- The quadratic pair-energy functional of the amplitudes `t`: a kinetic term `q² t²` and
a Coulomb coupling `2 v t` for each momentum in the set `s`. -/
def pairEnergy (s : Finset ι) (q t : ι → ℝ) : ℝ :=
  ∑ i ∈ s, (q i ^ 2 * t i ^ 2 + 2 * coulomb (q i) * t i)

/-- The kinetic sum `∑ q² g²` of a geminal `g`. -/
def kinetic (s : Finset ι) (q g : ι → ℝ) : ℝ := ∑ i ∈ s, q i ^ 2 * g i ^ 2

/-- The Coulomb coupling `∑ v g` of a geminal `g`. -/
def coupling (s : Finset ι) (q g : ι → ℝ) : ℝ := ∑ i ∈ s, coulomb (q i) * g i

/-- Completing the square in a quadratic energy with nonzero curvature `K` and linear
coupling `C`. -/
theorem complete_square {K : ℝ} (hK : K ≠ 0) (C y : ℝ) :
    K * y ^ 2 + 2 * C * y = K * (y + C / K) ^ 2 - C ^ 2 / K := by
  have h : K * (C / K) = C := by field_simp
  have e : C ^ 2 / K = C * (C / K) := by ring
  rw [e]
  generalize C / K = x at h ⊢
  linear_combination (-(2 * y + x)) * h

/-- For positive momenta, a geminal that is nonzero at some momentum of the set has a
positive kinetic sum. -/
theorem kinetic_pos (hq : ∀ i ∈ s, 0 < q i) (hg : ∃ i ∈ s, g i ≠ 0) :
    0 < kinetic s q g := by
  obtain ⟨j, hj, hgj⟩ := hg
  have hqj := hq j hj
  exact Finset.sum_pos' (fun i _ => by positivity) ⟨j, hj, by positivity⟩

/-- For positive momenta and a geminal nonzero on the set, the energy at scale `c` is
`(∑ q² g²) (c + (∑ v g)/(∑ q² g²))² - (∑ v g)²/(∑ q² g²)`. -/
theorem energy_of_scale (hq : ∀ i ∈ s, 0 < q i) (hg : ∃ i ∈ s, g i ≠ 0) (c : ℝ) :
    pairEnergy s q (fun i => c * g i) =
      kinetic s q g * (c + coupling s q g / kinetic s q g) ^ 2
        - coupling s q g ^ 2 / kinetic s q g := by
  refine Eq.trans ?_ (complete_square (kinetic_pos hq hg).ne' _ _)
  unfold pairEnergy kinetic coupling
  rw [Finset.sum_mul, Finset.mul_sum, Finset.sum_mul, ← Finset.sum_add_distrib]
  refine Finset.sum_congr rfl fun i _ => ?_
  ring

/-- For positive momenta and a geminal nonzero on the set, the minimum of the energy over
the real scale `c` is attained and equals `-(∑ v g)²/(∑ q² g²)`. -/
theorem fixed_geminal_minimum (hq : ∀ i ∈ s, 0 < q i) (hg : ∃ i ∈ s, g i ≠ 0) :
    IsLeast (Set.range fun c : ℝ => pairEnergy s q (fun i => c * g i))
      (-(coupling s q g ^ 2 / kinetic s q g)) := by
  constructor
  · refine ⟨-(coupling s q g / kinetic s q g), ?_⟩
    refine (energy_of_scale hq hg _).trans ?_
    ring
  · rintro _ ⟨c, rfl⟩
    have h := energy_of_scale hq hg c
    have h2 := mul_nonneg (kinetic_pos hq hg).le
      (sq_nonneg (c + coupling s q g / kinetic s q g))
    show -(coupling s q g ^ 2 / kinetic s q g) ≤ pairEnergy s q (fun i => c * g i)
    linarith

/-- For positive momenta and freely varied amplitudes, the energy is at least `-∑ v²/q²`,
and this value is reached exactly by the amplitudes `-4π/q⁴`. -/
theorem free_minimum (hq : ∀ i ∈ s, 0 < q i) (t : ι → ℝ) :
    -(∑ i ∈ s, coulomb (q i) ^ 2 / q i ^ 2) ≤ pairEnergy s q t ∧
    (pairEnergy s q t = -(∑ i ∈ s, coulomb (q i) ^ 2 / q i ^ 2) ↔
      ∀ i ∈ s, t i = -(4 * Real.pi / q i ^ 4)) := by
  -- complete the square separately for each momentum
  have hE : pairEnergy s q t = ∑ i ∈ s, q i ^ 2 * (t i + coulomb (q i) / q i ^ 2) ^ 2
      - ∑ i ∈ s, coulomb (q i) ^ 2 / q i ^ 2 := by
    unfold pairEnergy
    rw [← Finset.sum_sub_distrib]
    exact Finset.sum_congr rfl fun i hi =>
      complete_square (pow_ne_zero 2 (hq i hi).ne') _ _
  have hn : ∀ i ∈ s, 0 ≤ q i ^ 2 * (t i + coulomb (q i) / q i ^ 2) ^ 2 :=
    fun i _ => by positivity
  have hx : ∀ i, coulomb (q i) / q i ^ 2 = 4 * Real.pi / q i ^ 4 := fun i => by
    unfold coulomb
    ring
  have hs := Finset.sum_nonneg hn
  refine ⟨by linarith, fun h => ?_, fun h => ?_⟩
  · -- a vanishing sum of squares vanishes term by term
    have h0 : ∑ i ∈ s, q i ^ 2 * (t i + coulomb (q i) / q i ^ 2) ^ 2 = 0 := by linarith
    intro i hi
    have h1 := (Finset.sum_eq_zero_iff_of_nonneg hn).1 h0 i hi
    have h2 := (mul_eq_zero.1 h1).resolve_left (pow_ne_zero 2 (hq i hi).ne')
    have h3 : t i + coulomb (q i) / q i ^ 2 = 0 := by
      exact (pow_eq_zero_iff two_ne_zero).1 h2
    rw [hx i] at h3
    linarith
  · have h0 : ∑ i ∈ s, q i ^ 2 * (t i + coulomb (q i) / q i ^ 2) ^ 2 = 0 := by
      refine Finset.sum_eq_zero fun i hi => ?_
      rw [h i hi, hx i]
      ring
    linarith

/-- For positive momenta and a geminal `g` nonzero on the set, the best energy over the
scale of `g` is `-(∑ v g)²/(∑ q² g²)`. It is at least `-∑ v²/q²`, with equality exactly when
`g` is proportional to `q⁻⁴` on the set. -/
theorem optimal_geminal (hq : ∀ i ∈ s, 0 < q i) (hg : ∃ i ∈ s, g i ≠ 0) :
    IsLeast (Set.range fun c : ℝ => pairEnergy s q (fun i => c * g i))
      (-(coupling s q g ^ 2 / kinetic s q g)) ∧
    -(∑ i ∈ s, coulomb (q i) ^ 2 / q i ^ 2) ≤ -(coupling s q g ^ 2 / kinetic s q g) ∧
    (-(coupling s q g ^ 2 / kinetic s q g) = -(∑ i ∈ s, coulomb (q i) ^ 2 / q i ^ 2) ↔
      ∃ a : ℝ, ∀ i ∈ s, g i = a / q i ^ 4) := by
  have hmin := fixed_geminal_minimum hq hg
  obtain ⟨c, hc⟩ := hmin.1
  have hle := (free_minimum hq (fun i => c * g i)).1.trans_eq hc
  obtain ⟨j, hj, hgj⟩ := hg
  refine ⟨hmin, hle, fun h => ?_, ?_⟩
  · -- equality makes the scaled geminal the free minimiser
    have ht := (free_minimum hq (fun i => c * g i)).2.1 (hc.trans h)
    have hc0 : c ≠ 0 := by
      intro h0
      have h1 : c * g j = -(4 * Real.pi / q j ^ 4) := ht j hj
      have hqj := hq j hj
      have h2 : 0 < 4 * Real.pi / q j ^ 4 := by positivity
      rw [h0, zero_mul] at h1
      linarith
    refine ⟨-(4 * Real.pi) / c, fun i hi => ?_⟩
    have h1 : c * g i = -(4 * Real.pi / q i ^ 4) := ht i hi
    calc g i = c * g i / c := by field_simp
      _ = -(4 * Real.pi) / c / q i ^ 4 := by
        rw [h1]
        ring
  · -- a geminal of the form a/q⁴, nonzero on the set, can be scaled to the free minimiser
    rintro ⟨a, ha⟩
    have ha0 : a ≠ 0 := fun h0 => hgj (by rw [ha j hj, h0, zero_div])
    have hE := (free_minimum hq (fun i => -(4 * Real.pi) / a * g i)).2.2 (by
      intro i hi
      have hqi := (hq i hi).ne'
      show -(4 * Real.pi) / a * g i = -(4 * Real.pi / q i ^ 4)
      rw [ha i hi]
      field_simp)
    exact le_antisymm
      ((hmin.2 (Set.mem_range_self (-(4 * Real.pi) / a))).trans_eq hE) hle

/-- If the positive momenta in the set do not all have the same magnitude, the best energy
of the geminal `1/q²` lies strictly above `-∑ v²/q²`. -/
theorem inverse_square_geminal_suboptimal (hq : ∀ i ∈ s, 0 < q i)
    {i j : ι} (hi : i ∈ s) (hj : j ∈ s) (hij : q i ≠ q j) :
    -(∑ k ∈ s, coulomb (q k) ^ 2 / q k ^ 2) <
      -(coupling s q (fun k => 1 / q k ^ 2) ^ 2 / kinetic s q (fun k => 1 / q k ^ 2)) := by
  have hg : ∃ k ∈ s, (fun k => 1 / q k ^ 2) k ≠ 0 :=
    ⟨i, hi, one_div_ne_zero (pow_ne_zero 2 (hq i hi).ne')⟩
  obtain ⟨-, hle, hiff⟩ := optimal_geminal hq hg
  refine lt_of_le_of_ne hle fun h => hij ?_
  obtain ⟨a, ha⟩ := hiff.1 h.symm
  -- proportionality to q⁻⁴ would fix every squared momentum to the same value
  have key : ∀ k ∈ s, a = q k ^ 2 := by
    intro k hk
    have hqk := (hq k hk).ne'
    have h1 : 1 / q k ^ 2 = a / q k ^ 4 := ha k hk
    calc a = a / q k ^ 4 * q k ^ 4 := by field_simp
      _ = 1 / q k ^ 2 * q k ^ 4 := by rw [h1]
      _ = q k ^ 2 := by field_simp
  have hsq : q i ^ 2 = q j ^ 2 := (key i hi).symm.trans (key j hj)
  nlinarith [hq i hi, hq j hj]

end

end ElectronGasGeminal
```

```lean
#print axioms ElectronGasGeminal.fixed_geminal_minimum
#print axioms ElectronGasGeminal.inverse_square_geminal_suboptimal
```

```
'ElectronGasGeminal.fixed_geminal_minimum' depends on axioms: [propext, Classical.choice, Quot.sound]
'ElectronGasGeminal.inverse_square_geminal_suboptimal' depends on axioms: [propext, Classical.choice, Quot.sound]
```

## From one square to the equality condition

`complete_square` is the scalar identity used for both minima. The proof names the quotient x = C/K, keeps only the relation K x = C, and obtains the identity as a multiple of that relation through `linear_combination`.

`kinetic_pos` shows K > 0 from a sum of nonnegative terms with one positive term. `energy_of_scale` applies the scalar identity to the whole sum, with c as the variable; the remaining lines collect the mode-by-mode energy into K c² + 2 C c. In `fixed_geminal_minimum`, the first half of `IsLeast` is shown by inserting c = −C/K, and the second half follows because the square is nonnegative.

`free_minimum` uses `complete_square` again, this time inside the sum, once for each mode. The resulting equation `hE` gives the lower bound at once. For the equality condition, `Finset.sum_eq_zero_iff_of_nonneg` turns a vanishing sum of nonnegative terms into the vanishing of each term. Since qᵢ² ≠ 0, the bracket itself must be zero, and `hx` rewrites vᵢ/qᵢ² as 4π/qᵢ⁴.

`optimal_geminal` follows the comparison above. It takes from `fixed_geminal_minimum` a scale `c` at which the minimum is attained, and applies `free_minimum` to the amplitudes c gᵢ. This yields the inequality. If the two values are equal, it also yields c gᵢ = −4π/qᵢ⁴. The step `hc0` excludes c = 0, because the amplitude at the mode `j` would then be both zero and negative. In the converse direction, the scale −4π/a reaches −F, so the fixed-shape minimum is at most −F. Together with the inequality already shown, `le_antisymm` gives equality.

The last theorem assumes equality for 1/q² and extracts the constant `a`. The step `key` shows that `a` equals the squared momentum of every mode in `s`. Two positive momenta with equal squares are equal, which contradicts `hij`.
